# Ordering the isothermal, adiabatic and isolated susceptibilities of finitely many levels

## A spin with two levels

How strongly a magnet responds to a field $h$ can depend on whether it exchanges heat while the field changes. Take a spin with levels $\pm h$, $h>0$, and unit moment. At temperature $T>0$, measured in energy units ($k_B=1$), its mean moment is $\tanh(h/T)$.

At fixed $T$ the susceptibility is $\operatorname{sech}^2(h/T)/T>0$, because the populations shift. At fixed entropy $h/T$ stays constant, so the populations and the moment do too, and the susceptibility is zero. It is also zero if the populations are simply frozen.

## Three curvatures

Let finitely many levels $E_i(h)$ be differentiable, twice differentiable at the field considered, and not all equal there. Primes on $E$ denote field derivatives, subscripts on $F$ partial derivatives. With $Z=\sum_i e^{-E_i/T}$, $F=-T\log Z$ and Boltzmann means $\langle\cdot\rangle$, the claim is

$$F_{hh}=\langle E''\rangle-\frac{\mathrm{Var}(E')}{T},\qquad F_{TT}<0,\qquad F_{hh}\le F_{hh}-\frac{F_{hT}^2}{F_{TT}}\le\langle E''\rangle .$$

With the mean moment $-\langle E'\rangle$, the three curvatures are minus the isothermal, adiabatic and isolated susceptibilities, so the susceptibilities are ordered the other way.

**Response of a mean.** Let levels, temperature and an observable $f_i$ depend on a parameter $s$, and put $r_i=d(E_i/T)/ds$. The weights $p_i=e^{-E_i/T}/Z$ obey $dp_i/ds=-p_i(r_i-\langle r\rangle)$, hence

$$\frac{d\log Z}{ds}=-\langle r\rangle,\qquad \frac{d\langle f\rangle}{ds}=\Big\langle\frac{df}{ds}\Big\rangle-\mathrm{Cov}(f,r).$$

**Second derivatives.** For $s=h$, $r=E'/T$. This gives $F_h=\langle E'\rangle$ and then the formula for $F_{hh}$. For $s=T$, $r=-E/T^2$, so $F_{hT}=\mathrm{Cov}(E',E)/T^2$ and $F_T=-S$ with $S=\log Z+\langle E\rangle/T$. Differentiating once more,

$$F_{TT}=-\Big(\frac{\langle E\rangle}{T^2}+\frac{\mathrm{Var}(E)}{T^3}-\frac{\langle E\rangle}{T^2}\Big)=-\frac{\mathrm{Var}(E)}{T^3}<0 .$$

**Bounds.** Substitution gives

$$-\frac{F_{hT}^2}{F_{TT}}=\frac{\mathrm{Cov}(E',E)^2}{T\,\mathrm{Var}(E)} .$$

This is nonnegative, and by Cauchy-Schwarz at most $\mathrm{Var}(E')/T$. Adding it to $F_{hh}$ proves both inequalities. The minus sign invites an error: since $F_{TT}<0$, the correction never lowers the curvature.

**Constant entropy.** Along a path $T(h)$ with $S$ constant,

$$0=\frac{dS}{dh}=-\frac{\mathrm{Cov}(E',E)}{T^2}+\frac{\mathrm{Var}(E)}{T^3}\frac{dT}{dh},$$

so $dT/dh=T\,\mathrm{Cov}(E',E)/\mathrm{Var}(E)=-F_{hT}/F_{TT}$. Therefore $d\langle E'\rangle/dh=F_{hh}+F_{hT}\,dT/dh$ is the middle curvature.

**Equal levels.** For the spin at $h=0$ both levels vanish, $F=-T\log 2$ and $F_{TT}=0$. Strict negativity fails and the adiabatic quotient has no meaning; Lean's division by zero would return $F_{hh}$.

## Thermal averages as finite sums

The finite type `ι` labels the levels.

```lean
import Mathlib

open Real Topology

namespace ThermalSusceptibilities

noncomputable section

variable {ι : Type*} [Fintype ι]
```

In the next three definitions `e` is the list of energies at one field value.

```lean
/-- The partition sum of levels `e` at temperature `T ≠ 0`. -/
def partitionSum (e : ι → ℝ) (T : ℝ) : ℝ := ∑ i, exp (-(e i / T))

/-- The Boltzmann mean of an observable `f`, for at least one level and `T ≠ 0`. -/
def mean (e : ι → ℝ) (T : ℝ) (f : ι → ℝ) : ℝ :=
  (∑ i, exp (-(e i / T)) * f i) / partitionSum e T

/-- The Boltzmann covariance of two observables, for at least one level and `T ≠ 0`. -/
def cov (e : ι → ℝ) (T : ℝ) (f g : ι → ℝ) : ℝ :=
  mean e T (fun i => (f i - mean e T f) * (g i - mean e T g))
```

The levels now become functions of the field; `(E · h)` is their list at `h`.

```lean
/-- The free energy of levels `E i h` in a field `h`, for at least one level and `T ≠ 0`. -/
def freeEnergy (E : ι → ℝ → ℝ) (T h : ℝ) : ℝ := -T * log (partitionSum (E · h) T)

/-- The entropy `log Z + ⟨E⟩ / T`, for at least one level and `T ≠ 0`. -/
def entropy (E : ι → ℝ → ℝ) (T h : ℝ) : ℝ :=
  log (partitionSum (E · h) T) + mean (E · h) T (E · h) / T
```

The adiabatic curvature is defined by iterated derivatives of $F$, not by the fluctuation formula.

```lean
/-- The adiabatic curvature `F_hh - F_hT² / F_TT`, where `F_TT ≠ 0`. -/
def adiabaticCurvature (E : ι → ℝ → ℝ) (T h : ℝ) : ℝ :=
  deriv (deriv (freeEnergy E T)) h -
    (deriv (fun t => deriv (freeEnergy E t) h) T) ^ 2 /
      deriv (deriv (fun t => freeEnergy E t h)) T
```

## Fluctuations

Positivity of $Z$ permits division by it. Expanding the product of deviations then gives the usual covariance formula, and linearity follows.

```lean
/-- The partition sum of at least one level is positive. -/
theorem partitionSum_pos [Nonempty ι] (e : ι → ℝ) (T : ℝ) : 0 < partitionSum e T :=
  Finset.sum_pos (fun _ _ => exp_pos _) Finset.univ_nonempty

/-- For at least one level, the covariance is the mean product minus the product of means. -/
theorem cov_eq [Nonempty ι] (e : ι → ℝ) (T : ℝ) (f g : ι → ℝ) :
    cov e T f g = mean e T (fun i => f i * g i) - mean e T f * mean e T g := by
  have h : ∀ a b : ℝ, ∑ i, exp (-(e i / T)) * ((f i - a) * (g i - b)) =
      ∑ i, exp (-(e i / T)) * (f i * g i) - b * ∑ i, exp (-(e i / T)) * f i
        - a * ∑ i, exp (-(e i / T)) * g i + a * b * partitionSum e T := by
    intro a b
    rw [partitionSum, Finset.mul_sum, Finset.mul_sum, Finset.mul_sum,
      ← Finset.sum_sub_distrib, ← Finset.sum_sub_distrib, ← Finset.sum_add_distrib]
    exact Finset.sum_congr rfl fun i _ => by ring
  have alg : ∀ A F G Z : ℝ, Z ≠ 0 →
      (A - G / Z * F - F / Z * G + F / Z * (G / Z) * Z) / Z = A / Z - F / Z * (G / Z) := by
    intro A F G Z hZ
    have hc : F / Z * (G / Z) * Z = F / Z * G := by rw [mul_assoc, div_mul_cancel₀ _ hZ]
    rw [hc]
    ring
  change (∑ i, exp (-(e i / T)) * ((f i - mean e T f) * (g i - mean e T g))) /
    partitionSum e T = _
  rw [h]
  exact alg _ _ _ _ (partitionSum_pos e T).ne'

/-- For at least one level, the mean is linear in its observable and the covariance is linear in its
second observable. -/
theorem mean_cov_linear [Nonempty ι] (e : ι → ℝ) (T a b : ℝ) (f g k : ι → ℝ) :
    mean e T (fun i => a * g i + b * k i) = a * mean e T g + b * mean e T k ∧
    cov e T f (fun i => a * g i + b * k i) = a * cov e T f g + b * cov e T f k := by
  have hm : ∀ u v : ι → ℝ, mean e T (fun i => a * u i + b * v i) =
      a * mean e T u + b * mean e T v := by
    intro u v
    have h : ∑ i, exp (-(e i / T)) * (a * u i + b * v i) =
        a * ∑ i, exp (-(e i / T)) * u i + b * ∑ i, exp (-(e i / T)) * v i := by
      rw [Finset.mul_sum, Finset.mul_sum, ← Finset.sum_add_distrib]
      exact Finset.sum_congr rfl fun i _ => by ring
    simp only [mean]
    rw [h]
    ring
  refine ⟨hm g k, ?_⟩
  have h : (fun i => f i * (a * g i + b * k i)) =
      fun i => a * (f i * g i) + b * (f i * k i) := by
    funext i
    ring
  rw [cov_eq, cov_eq, cov_eq, h, hm, hm]
  ring
```

If an observable takes two values, at least one differs from the mean and contributes a positive term to the variance.

```lean
/-- An observable that takes two different values has positive thermal variance. -/
theorem variance_pos (e : ι → ℝ) (T : ℝ) (f : ι → ℝ) {i j : ι} (hij : f i ≠ f j) :
    0 < cov e T f f := by
  have : Nonempty ι := ⟨i⟩
  obtain ⟨k, hk⟩ : ∃ k, f k ≠ mean e T f := by
    by_cases h : f i = mean e T f
    · exact ⟨j, fun hj => hij (h.trans hj.symm)⟩
    · exact ⟨i, h⟩
  change 0 < (∑ i, exp (-(e i / T)) * ((f i - mean e T f) * (f i - mean e T f))) /
    partitionSum e T
  exact div_pos (Finset.sum_pos'
    (fun _ _ => mul_nonneg (exp_pos _).le (mul_self_nonneg _))
    ⟨k, Finset.mem_univ k, mul_pos (exp_pos _) (mul_self_pos.2 (sub_ne_zero.2 hk))⟩)
    (partitionSum_pos e T)
```

Cauchy-Schwarz is applied to the weighted sums of deviations, before division by $Z^2$.

```lean
/-- Cauchy-Schwarz inequality for thermal fluctuations. -/
theorem cov_sq_le (e : ι → ℝ) (T : ℝ) (f g : ι → ℝ) :
    cov e T f g ^ 2 ≤ cov e T f f * cov e T g g := by
  have hc : ∀ u v : ι → ℝ, cov e T u v = (∑ i, exp (-(e i / T)) *
      ((u i - mean e T u) * (v i - mean e T v))) / partitionSum e T := fun _ _ => rfl
  rw [hc f g, hc f f, hc g g, div_pow, div_mul_div_comm, ← pow_two (partitionSum e T)]
  refine div_le_div_of_nonneg_right (Finset.sum_sq_le_sum_mul_sum_of_sq_le_mul _
    (fun i _ => ?_) (fun i _ => ?_) (fun i _ => ?_)) (sq_nonneg _)
  · exact mul_nonneg (exp_pos _).le (mul_self_nonneg _)
  · exact mul_nonneg (exp_pos _).le (mul_self_nonneg _)
  · exact le_of_eq (by ring)
```

## Differentiating the averages

Here `τ` is a temperature path, not a relaxation time, and `τ'` is its slope at `s`. The proof differentiates the exponentials, applies the quotient rule, and uses linearity to split `r` into its level and temperature parts.

```lean
/-- Response of `log Z` and of a Boltzmann mean, for a nonempty set of levels, when every level, the
nonzero temperature and the observable vary differentiably with a parameter. -/
theorem hasDerivAt_thermal [Nonempty ι] {e f : ι → ℝ → ℝ} {e' f' : ι → ℝ} {τ : ℝ → ℝ}
    {τ' s : ℝ} (hs : τ s ≠ 0) (hτ : HasDerivAt τ τ' s)
    (he : ∀ i, HasDerivAt (e i) (e' i) s) (hf : ∀ i, HasDerivAt (f i) (f' i) s) :
    HasDerivAt (fun x => log (partitionSum (e · x) (τ x)))
      (-(mean (e · s) (τ s) e' / τ s - τ' * mean (e · s) (τ s) (e · s) / τ s ^ 2)) s ∧
    HasDerivAt (fun x => mean (e · x) (τ x) (f · x))
      (mean (e · s) (τ s) f' - cov (e · s) (τ s) (f · s) e' / τ s
        + τ' * cov (e · s) (τ s) (f · s) (e · s) / τ s ^ 2) s := by
  -- `r` is the rate of change of the reduced energies `e / τ`
  obtain ⟨r, hrd⟩ : ∃ r : ι → ℝ,
      r = fun i => (τ s)⁻¹ * e' i + (-(τ' / τ s ^ 2)) * e i s := ⟨_, rfl⟩
  have hr : ∀ i, HasDerivAt (fun x => e i x / τ x) (r i) s := by
    intro i
    rw [hrd]
    refine ((he i).fun_div hτ hs).congr_deriv ?_
    field_simp
    ring
  have hw : ∀ i, HasDerivAt (fun x => exp (-(e i x / τ x)))
      (exp (-(e i s / τ s)) * -(r i)) s := fun i => (hr i).fun_neg.exp
  have hZ : HasDerivAt (fun x => partitionSum (e · x) (τ x))
      (∑ i, exp (-(e i s / τ s)) * -(r i)) s := HasDerivAt.fun_sum fun i _ => hw i
  have hN : HasDerivAt (fun x => ∑ i, exp (-(e i x / τ x)) * f i x)
      (∑ i, (exp (-(e i s / τ s)) * -(r i) * f i s + exp (-(e i s / τ s)) * f' i)) s :=
    HasDerivAt.fun_sum fun i _ => (hw i).fun_mul (hf i)
  have hp := (partitionSum_pos (e · s) (τ s)).ne'
  have h1 : ∑ i, exp (-(e i s / τ s)) * -(r i) = -∑ i, exp (-(e i s / τ s)) * r i := by
    simp only [mul_neg, Finset.sum_neg_distrib]
  have h2 : ∑ i, (exp (-(e i s / τ s)) * -(r i) * f i s + exp (-(e i s / τ s)) * f' i) =
      -∑ i, exp (-(e i s / τ s)) * (f i s * r i) + ∑ i, exp (-(e i s / τ s)) * f' i := by
    rw [← Finset.sum_neg_distrib, ← Finset.sum_add_distrib]
    exact Finset.sum_congr rfl fun i _ => by ring
  have alg : ∀ A B N R Z : ℝ, Z ≠ 0 →
      ((-A + B) * Z - N * (-R)) / Z ^ 2 = B / Z - (A / Z - N / Z * (R / Z)) := by
    intro A B N R Z hZ
    field_simp
    ring
  have hl := mean_cov_linear (e · s) (τ s) (τ s)⁻¹ (-(τ' / τ s ^ 2)) (f · s) e' (e · s)
  rw [← hrd] at hl
  rw [h1] at hZ
  rw [h2] at hN
  constructor
  · refine (hZ.log hp).congr_deriv ?_
    rw [neg_div]
    change -mean (e · s) (τ s) r = _
    rw [hl.1]
    ring
  · refine (hN.fun_div hZ hp).congr_deriv ((alg _ _ _ _ _ hp).trans ?_)
    change mean (e · s) (τ s) f' - (mean (e · s) (τ s) (fun i => f i s * r i) -
      mean (e · s) (τ s) (f · s) * mean (e · s) (τ s) r) = _
    rw [← cov_eq, hl.2]
    ring
```

`E₁ i x` is the slope of level `i` at field `x`, and `E₂ i` its second derivative at `h`. In the proof, `hF` establishes $F_h=\langle E'\rangle$ at every field, not just at `h`, so that it can be differentiated again, and `hS` establishes $F_T=-S$.

```lean
/-- Second derivatives of the free energy at `T > 0`, for at least one level, all levels being
differentiable and twice differentiable at `h`: `F_hh = ⟨E''⟩ - Var(E')/T`,
`F_hT = Cov(E',E)/T²` and `F_TT = -Var(E)/T³`. -/
theorem second_derivatives [Nonempty ι] {E E₁ : ι → ℝ → ℝ} {E₂ : ι → ℝ} {T h : ℝ}
    (hT : 0 < T) (hE : ∀ i x, HasDerivAt (E i) (E₁ i x) x)
    (hE₁ : ∀ i, HasDerivAt (E₁ i) (E₂ i) h) :
    HasDerivAt (deriv (freeEnergy E T))
      (mean (E · h) T E₂ - cov (E · h) T (E₁ · h) (E₁ · h) / T) h ∧
    HasDerivAt (fun t => deriv (freeEnergy E t) h)
      (cov (E · h) T (E₁ · h) (E · h) / T ^ 2) T ∧
    HasDerivAt (deriv (fun t => freeEnergy E t h))
      (-cov (E · h) T (E · h) (E · h) / T ^ 3) T := by
  have m0 : ∀ (e : ι → ℝ) (t : ℝ), mean e t (fun _ => 0) = 0 := by
    intro e t
    simp [mean]
  have c0 : ∀ (e : ι → ℝ) (t : ℝ) (f : ι → ℝ), cov e t f (fun _ => 0) = 0 := by
    intro e t f
    simp [cov, mean]
  -- the slope of the free energy in the field
  have hF : ∀ t x, t ≠ 0 → deriv (freeEnergy E t) x = mean (E · x) t (E₁ · x) := by
    intro t x ht
    have h1 := (hasDerivAt_thermal (τ := fun _ => t) ht (hasDerivAt_const x t)
      (fun i => hE i x) (fun i => hE i x)).1
    have alg : ∀ M N : ℝ, -t * -(M / t - 0 * N / t ^ 2) = M := by
      intro M N
      rw [zero_mul, zero_div, sub_zero]
      field_simp
    exact ((h1.const_mul (-t)).congr_deriv (alg _ _)).deriv
  -- response to temperature at fixed levels
  have hth : ∀ (f : ι → ℝ) (t : ℝ), t ≠ 0 →
      HasDerivAt (fun u => log (partitionSum (E · h) u)) (mean (E · h) t (E · h) / t ^ 2) t ∧
      HasDerivAt (fun u => mean (E · h) u f) (cov (E · h) t f (E · h) / t ^ 2) t := by
    intro f t ht
    have h1 := hasDerivAt_thermal (e := fun i _ => E i h) (f := fun i _ => f i)
      (e' := fun _ => 0) (f' := fun _ => 0) (τ := fun u => u) ht (hasDerivAt_id' t)
      (fun i => hasDerivAt_const t (E i h)) (fun i => hasDerivAt_const t (f i))
    exact ⟨h1.1.congr_deriv (by rw [m0]; ring), h1.2.congr_deriv (by rw [m0, c0]; ring)⟩
  refine ⟨?_, ?_, ?_⟩
  · have hd : deriv (freeEnergy E T) = fun x => mean (E · x) T (E₁ · x) :=
      funext fun x => hF T x hT.ne'
    rw [hd]
    exact (hasDerivAt_thermal (τ := fun _ => T) hT.ne' (hasDerivAt_const h T)
      (fun i => hE i h) hE₁).2.congr_deriv (by ring)
  · refine (hth (E₁ · h) T hT.ne').2.congr_of_eventuallyEq ?_
    filter_upwards [eventually_ne_nhds hT.ne'] with t ht using hF t h ht
  · have hS : ∀ t, t ≠ 0 → deriv (fun u => freeEnergy E u h) t = -entropy E t h := by
      intro t ht
      refine (((hasDerivAt_id' t).fun_neg.fun_mul (hth (E · h) t ht).1).congr_deriv ?_).deriv
      simp only [entropy]
      field_simp
      ring
    have h3 := hth (E · h) T hT.ne'
    refine ((h3.1.fun_add (h3.2.fun_div (hasDerivAt_id' T) hT.ne')).fun_neg.congr_deriv
      ?_).congr_of_eventuallyEq ?_
    · field_simp
      ring
    · filter_upwards [eventually_ne_nhds hT.ne'] with t ht using hS t ht
```

## The ordering and its adiabatic reading

The hypothesis `hne` says that two levels differ at `h`. After the derivatives are inserted, `V`, `C` and `W` stand for $\mathrm{Var}(E)$, $\mathrm{Cov}(E',E)$ and $\mathrm{Var}(E')$; `hlow` and `hup` are the two bounds derived above.

```lean
/-- For differentiable levels, twice differentiable at `h` and not all equal there, and `T > 0`:
`F_hh = ⟨E''⟩ - Var(E')/T`, `F_TT < 0`, and the isothermal curvature is at most the adiabatic
one, which is at most the mean level curvature `⟨E''⟩`. -/
theorem isothermal_le_adiabatic_le_isolated {E E₁ : ι → ℝ → ℝ} {E₂ : ι → ℝ} {T h : ℝ}
    (hT : 0 < T) (hE : ∀ i x, HasDerivAt (E i) (E₁ i x) x)
    (hE₁ : ∀ i, HasDerivAt (E₁ i) (E₂ i) h) (hne : ∃ i j, E i h ≠ E j h) :
    deriv (deriv (freeEnergy E T)) h =
      mean (E · h) T E₂ - cov (E · h) T (E₁ · h) (E₁ · h) / T ∧
    deriv (deriv (fun t => freeEnergy E t h)) T < 0 ∧
    deriv (deriv (freeEnergy E T)) h ≤ adiabaticCurvature E T h ∧
    adiabaticCurvature E T h ≤ mean (E · h) T E₂ := by
  obtain ⟨i, j, hij⟩ := hne
  have : Nonempty ι := ⟨i⟩
  obtain ⟨h1, h2, h3⟩ := second_derivatives hT hE hE₁
  have hV := variance_pos (E · h) T (E · h) hij
  have hcs := cov_sq_le (E · h) T (E₁ · h) (E · h)
  rw [adiabaticCurvature, h1.deriv, h2.deriv, h3.deriv]
  generalize cov (E · h) T (E · h) (E · h) = V at *
  generalize cov (E · h) T (E₁ · h) (E · h) = C at *
  generalize cov (E · h) T (E₁ · h) (E₁ · h) = W at *
  have key : (C / T ^ 2) ^ 2 / (-V / T ^ 3) = -(C ^ 2 / (T * V)) := by
    field_simp
  have hlow : 0 ≤ C ^ 2 / (T * V) := by positivity
  have hup : C ^ 2 / (T * V) ≤ W / T := by
    rw [div_le_div_iff₀ (mul_pos hT hV) hT]
    nlinarith [mul_le_mul_of_nonneg_right hcs hT.le]
  rw [key]
  exact ⟨rfl, div_neg_of_neg_of_pos (neg_lt_zero.2 hV) (by positivity),
    by linarith, by linarith⟩
```

The last theorem takes a differentiable temperature path as given, with entropy constant near `h`. Comparing two expressions for the entropy's derivative fixes `τ'`, which is then inserted into the response of $\langle E'\rangle$.

```lean
/-- Along a differentiable path of positive temperature at constant entropy, the mean slope
`⟨E'⟩` changes with the field at the rate `F_hh - F_hT² / F_TT`, for differentiable levels, twice
differentiable at `h` and not all equal there. -/
theorem constant_entropy_response {E E₁ : ι → ℝ → ℝ} {E₂ : ι → ℝ} {τ : ℝ → ℝ} {τ' h : ℝ}
    (hT : 0 < τ h) (hτ : HasDerivAt τ τ' h) (hE : ∀ i x, HasDerivAt (E i) (E₁ i x) x)
    (hE₁ : ∀ i, HasDerivAt (E₁ i) (E₂ i) h) (hne : ∃ i j, E i h ≠ E j h)
    (hS : ∀ᶠ x in 𝓝 h, entropy E (τ x) x = entropy E (τ h) h) :
    HasDerivAt (fun x => mean (E · x) (τ x) (E₁ · x)) (adiabaticCurvature E (τ h) h) h := by
  obtain ⟨i, j, hij⟩ := hne
  have : Nonempty ι := ⟨i⟩
  obtain ⟨h1, h2, h3⟩ := second_derivatives hT hE hE₁
  have hV := variance_pos (E · h) (τ h) (E · h) hij
  have hcomm : cov (E · h) (τ h) (E · h) (E₁ · h) = cov (E · h) (τ h) (E₁ · h) (E · h) := by
    rw [cov_eq, cov_eq, mul_comm (mean (E · h) (τ h) (E · h))]
    simp only [mul_comm]
  have hd := hasDerivAt_thermal hT.ne' hτ (fun i => hE i h) (fun i => hE i h)
  have hr := (hasDerivAt_thermal hT.ne' hτ (fun i => hE i h) hE₁).2
  have hs := hd.1.fun_add (hd.2.fun_div hτ hT.ne')
  have h0 : HasDerivAt (fun x => entropy E (τ x) x) 0 h :=
    (hasDerivAt_const h (entropy E (τ h) h)).congr_of_eventuallyEq hS
  -- constant entropy fixes the slope of the temperature path
  have hz := hs.unique h0
  rw [hcomm] at hz
  refine hr.congr_deriv ?_
  rw [adiabaticCurvature, h1.deriv, h2.deriv, h3.deriv]
  have alg : ∀ t M N V C W K : ℝ, 0 < t → 0 < V →
      -(M / t - τ' * N / t ^ 2) + ((M - C / t + τ' * V / t ^ 2) * t - N * τ') / t ^ 2 = 0 →
      K - W / t + τ' * C / t ^ 2 = K - W / t - (C / t ^ 2) ^ 2 / (-V / t ^ 3) := by
    intro t M N V C W K ht hV hz
    have hu : t * t⁻¹ = 1 := mul_inv_cancel₀ ht.ne'
    have key : (C / t ^ 2) ^ 2 / (-V / t ^ 3) = -(C ^ 2 / (t * V)) := by
      field_simp
    have hq : -(M / t - τ' * N / t ^ 2) +
        ((M - C / t + τ' * V / t ^ 2) * t - N * τ') / t ^ 2 = (τ' * V - t * C) / t ^ 3 := by
      linear_combination (M * t⁻¹ + τ' * V * t⁻¹ ^ 3) * hu
    rw [hq] at hz
    have hn := (div_eq_zero_iff.1 hz).resolve_right (pow_ne_zero 3 ht.ne')
    have hτ' : τ' = t * C / V := eq_div_of_mul_eq hV.ne' (by linarith)
    rw [key, hτ']
    linear_combination (C ^ 2 * V⁻¹ * t⁻¹) * hu
  exact alg _ _ _ _ _ _ _ hT hV hz

end

end ThermalSusceptibilities
```

For a quantum model with finitely many levels that are twice differentiable in the field and not all equal at the field considered, such as a diagonalised spin cluster whose levels are followed smoothly through any crossings, the ordering gives a consistency check on computed static susceptibilities. Calling $-\langle E''\rangle$ the isolated susceptibility adds one physical assumption: the populations stay fixed while the levels follow the field.

```lean
#print axioms ThermalSusceptibilities.isothermal_le_adiabatic_le_isolated
#print axioms ThermalSusceptibilities.constant_entropy_response
```

```
'ThermalSusceptibilities.isothermal_le_adiabatic_le_isolated' depends on axioms: [propext, Classical.choice, Quot.sound]
'ThermalSusceptibilities.constant_entropy_response' depends on axioms: [propext, Classical.choice, Quot.sound]
```
